# Linearly independent basis products make the density determine the real symmetric density matrix

Let $f_0,\dots,f_{K-1}$ be real functions whose products $f_if_j$, $i\le j$, are linearly independent. Then the density

$$\rho_D(x)=\sum_{i,j}D_{ij}f_i(x)f_j(x)$$

determines the real symmetric matrix $D$, and for any fixed real matrix $T$ the number $\operatorname{tr}(TD)$ is a linear functional of $\rho_D$. If $D$ is not idempotent, no real symmetric idempotent matrix has the same density. In such a finite basis, Kohn-Sham theory with real orbitals and occupations 0 and 1 therefore cannot exactly reproduce the density of a correlated $D$ with fractional natural occupations.

Here $D$ is the density matrix of one spin channel, or half the spin-summed matrix of a singlet state. In the second case the Kohn-Sham orbitals are taken to be doubly occupied: with different orbitals for the two spins, the total density can sometimes be matched, as $\operatorname{diag}(1,0)+\operatorname{diag}(0,1)=2\operatorname{diag}(1/2,1/2)$ shows for two orthonormal functions. Idempotency means $DSD=D$, where $S$ is the overlap matrix of the basis; for orthonormal functions $S=1$.

## From the density back to the matrix

For symmetric $D$, the terms $(i,j)$ and $(j,i)$ of the density are equal. Collecting them gives

$$\rho_D=\sum_{i\le j}w_{ij}D_{ij}\,f_if_j,\qquad w_{ii}=1,\quad w_{ij}=2\ (i<j).$$

Suppose that the products are independent and $\rho_D=\rho_{D'}$. Subtraction gives $\sum_{i\le j}w_{ij}(D_{ij}-D'_{ij})f_if_j=0$, so every coefficient vanishes. Since $w_{ij}\neq0$, the matrices agree for $i\le j$, and by symmetry everywhere.

Conversely, suppose that the density determines $D$, and let $\sum_{i\le j}c_{ij}f_if_j=0$. Put $D_{ii}=c_{ii}$ and $D_{ij}=D_{ji}=c_{ij}/2$ for $i<j$. This matrix has zero density, as does the zero matrix, so $D=0$ and all $c_{ij}$ vanish. Independence of the products is thus equivalent to determination of $D$.

For the trace, let $G_{ij}$ be the linear functional that reads off the coefficient of $f_if_j$ on the span of the products, extended linearly to all functions. Then $G_{ij}(\rho_D)=w_{ij}D_{ij}$. With $t_{ij}=(T_{ij}+T_{ji})/2$,

$$\operatorname{tr}(TD)=\sum_{i,j}T_{ij}D_{ji}=\sum_{i,j}t_{ij}D_{ij}=\sum_{i\le j}t_{ij}w_{ij}D_{ij}=\sum_{i\le j}t_{ij}G_{ij}(\rho_D).$$

Finally, let $P$ be symmetric with $PSP=P$ and $\rho_P=\rho_D$. Then $P=D$, so $DSD=D$. A natural orbital with coefficient vector $v\ne0$ and occupation $n$ satisfies $DSv=nv$. If $DSD=D$, applying both sides to $Sv$ gives $n^2v=nv$, hence $n=0$ or $n=1$. Any other occupation rules out an idempotent partner.

## Disjoint functions: a case with dependent products

Linear independence of the functions themselves is not enough, even if they are orthonormal. Take two normalised functions with disjoint supports, so that $f_0f_1=0$. The matrices

$$D=\begin{pmatrix}1/2&0\\0&1/2\end{pmatrix},\qquad P=\begin{pmatrix}1/2&1/2\\1/2&1/2\end{pmatrix}$$

have the same density $(f_0^2+f_1^2)/2$, although $P$ is idempotent and $D$ is not.

## The residual in a Kohn-Sham inversion

Suppose that a configuration-interaction calculation gives $D$ with fractional natural occupations. An inversion in the same basis forms $P=CC^{\mathsf T}$ from real occupied orbitals with $C^{\mathsf T}SC=1$, and may minimise

$$\int(\rho_P-\rho_D)^2=\sum_{ijkl}\Delta_{ij}M_{ij,kl}\Delta_{kl},\qquad M_{ij,kl}=\int f_if_jf_kf_l,\quad \Delta=P-D.$$

For continuous basis functions with independent products and finite integrals, this residual is positive for every such $P$, whatever potential generated the orbitals. It can still be small if the products are nearly dependent, or if the natural occupations of $D$ are all close to 0 or 1.

## Densities and pair products in Lean

The basis is a map `f : Fin K → X → ℝ`, with indices from $0$ to $K-1$. The set `X` of positions is arbitrary, and equality of densities means equality at every point.

```lean
import Mathlib

open Matrix

namespace FiniteBasisDensity

noncomputable section

variable {K : ℕ} {X : Type*}
```

The type `Pair K` labels each product once.

```lean
/-- Index pairs `(i, j)` with `i ≤ j`, which label the distinct products of basis functions. -/
abbrev Pair (K : ℕ) := {p : Fin K × Fin K // p.1 ≤ p.2}

/-- The product `f_i f_j` of two basis functions, for `i ≤ j`. -/
def pairProduct (f : Fin K → X → ℝ) (p : Pair K) : X → ℝ :=
  fun x => f p.1.1 x * f p.1.2 x
```

The density is defined for every real matrix. Positivity, particle number and bounds on the occupations are not imposed, so the theorems hold for more matrices than physical density matrices.

```lean
/-- The density `n(x) = ∑ D_ij f_i(x) f_j(x)` of a one-particle density matrix `D`. -/
def density (f : Fin K → X → ℝ) (D : Matrix (Fin K) (Fin K) ℝ) : X → ℝ :=
  fun x => ∑ i, ∑ j, D i j * (f i x * f j x)

/-- The multiplicity of a product in the density: one if `i = j`, two otherwise. -/
def weight (i j : Fin K) : ℝ := if i = j then 1 else 2
```

## Folding the double sum

The lemma `sum_pairs` performs the collection of equal terms. Its auxiliary function `b` is $w_{ij}a_{ij}$ for $i\le j$ and zero otherwise. In each of the cases $i<j$, $i=j$ and $i>j$ one finds $b_{ij}+b_{ji}=2a_{ij}$. Summing over all indices, and exchanging the order of summation in the transposed term, gives the result.

```lean
/-- A symmetric double sum equals the weighted sum over pairs `i ≤ j`. -/
theorem sum_pairs (a : Fin K → Fin K → ℝ) (ha : ∀ i j, a i j = a j i) :
    ∑ i, ∑ j, a i j = ∑ p : Pair K, weight p.1.1 p.1.2 * a p.1.1 p.1.2 := by
  have e1 : ∑ p : Pair K, weight p.1.1 p.1.2 * a p.1.1 p.1.2 =
      ∑ x ∈ Finset.univ.filter (fun x : Fin K × Fin K => x.1 ≤ x.2),
        weight x.1 x.2 * a x.1 x.2 :=
    (Finset.sum_subtype _ (fun x => by simp)
      (fun x : Fin K × Fin K => weight x.1 x.2 * a x.1 x.2)).symm
  let b : Fin K → Fin K → ℝ := fun i j => if i ≤ j then weight i j * a i j else 0
  have e2 : ∑ x ∈ Finset.univ.filter (fun x : Fin K × Fin K => x.1 ≤ x.2),
      weight x.1 x.2 * a x.1 x.2 = ∑ i, ∑ j, b i j := by
    simp only [Finset.sum_filter, Fintype.sum_prod_type, b]
  -- the folded summand and its transpose add up to twice the original one
  have e3 : ∑ i, ∑ j, (b i j + b j i) = ∑ i, ∑ j, 2 * a i j := by
    refine Finset.sum_congr rfl fun i _ => Finset.sum_congr rfl fun j _ => ?_
    rcases lt_trichotomy i j with h | h | h
    · simp [b, weight, h.le, not_le_of_gt h, h.ne]
    · subst h
      simp [b, weight, two_mul]
    · simp [b, weight, h.le, not_le_of_gt h, h.ne, ha i j]
  have e4 : ∑ i, ∑ j, b j i = ∑ i, ∑ j, b i j := Finset.sum_comm
  simp only [Finset.sum_add_distrib, ← Finset.mul_sum] at e3
  linarith
```

Applied at each point $x$ to $a_{ij}=D_{ij}f_i(x)f_j(x)$, it expresses the density through the pair products.

```lean
/-- The density of a symmetric `D` is a linear combination of the products `f_i f_j`, `i ≤ j`. -/
theorem density_eq_pairs (f : Fin K → X → ℝ) {D : Matrix (Fin K) (Fin K) ℝ} (hD : D.IsSymm) :
    density f D = ∑ p : Pair K, (weight p.1.1 p.1.2 * D p.1.1 p.1.2) • pairProduct f p := by
  funext x
  simp only [density, Finset.sum_apply, Pi.smul_apply, smul_eq_mul, pairProduct]
  rw [sum_pairs (fun i j => D i j * (f i x * f j x))
    (fun i j => by rw [hD.apply i j]; ring)]
  exact Finset.sum_congr rfl fun p _ => by ring
```

## Independence as an equivalence

The next theorem states both directions. `LinearIndependent ℝ (pairProduct f)` is the condition on the basis, and `IsSymm` restricts the claim to symmetric matrices, since an antisymmetric part contributes nothing to the density.

In the first half, `h0` says that all coefficients of the difference vanish, `hle` cancels the weight, and symmetry supplies the other triangle. In the second half, `D` is the matrix built from the coefficients $c_{ij}$, and `hw` confirms that folding it returns them.

```lean
/-- The products `f_i f_j`, `i ≤ j`, are linearly independent if and only if the density
determines the symmetric density matrix. -/
theorem independent_iff_density_determines (f : Fin K → X → ℝ) :
    LinearIndependent ℝ (pairProduct f) ↔
      ∀ D D' : Matrix (Fin K) (Fin K) ℝ, D.IsSymm → D'.IsSymm →
        density f D = density f D' → D = D' := by
  rw [Fintype.linearIndependent_iff]
  constructor
  · intro h D D' hD hD' he
    rw [density_eq_pairs f hD, density_eq_pairs f hD'] at he
    have h0 := h (fun p => weight p.1.1 p.1.2 * D p.1.1 p.1.2 -
      weight p.1.1 p.1.2 * D' p.1.1 p.1.2)
      (by simp only [sub_smul, Finset.sum_sub_distrib]; exact sub_eq_zero.mpr he)
    have hle : ∀ i j, i ≤ j → D i j = D' i j := by
      intro i j hij
      have h1 : weight i j * D i j - weight i j * D' i j = 0 := h0 ⟨(i, j), hij⟩
      have hw : weight i j ≠ 0 := by unfold weight; split_ifs <;> norm_num
      exact mul_left_cancel₀ hw (sub_eq_zero.mp h1)
    ext i j
    rcases le_total i j with hij | hij
    · exact hle i j hij
    · rw [← hD.apply i j, ← hD'.apply i j]
      exact hle j i hij
  · intro h c hc
    -- spread the coefficients evenly over both triangles of a symmetric matrix
    let e : Fin K → Fin K → ℝ := fun i j => if hij : i ≤ j then c ⟨(i, j), hij⟩ else 0
    let D : Matrix (Fin K) (Fin K) ℝ := Matrix.of fun i j => (e i j + e j i) / 2
    have hD : D.IsSymm := Matrix.IsSymm.ext fun i j => by
      simp only [D, Matrix.of_apply, add_comm]
    have hw : ∀ p : Pair K, weight p.1.1 p.1.2 * D p.1.1 p.1.2 = c p := by
      rintro ⟨⟨i, j⟩, hij⟩
      change i ≤ j at hij
      rcases hij.lt_or_eq with hlt | heq
      · have h1 : D i j = c ⟨(i, j), hij⟩ / 2 := by
          simp [D, e, hlt.le, not_le_of_gt hlt]
        have h2 : weight i j = 2 := by simp [weight, hlt.ne]
        change weight i j * D i j = c ⟨(i, j), hij⟩
        rw [h1, h2]
        ring
      · subst heq
        simp [D, e, weight]
    have hz : density f D = density f 0 := by
      rw [density_eq_pairs f hD]
      simp only [hw, hc]
      funext x
      simp [density]
    have hD0 : D = 0 := h D 0 hD Matrix.isSymm_zero hz
    intro p
    rw [← hw p, hD0]
    simp
```

## One linear functional for the trace

The functional `L` is chosen before `D`, so the same `L` serves all symmetric matrices. It depends on the basis and on `T`. With `T` the kinetic-energy matrix, $\operatorname{tr}(TD)$ is the kinetic energy of the spin channel within the basis; the theorem admits any real matrix.

The map `G` is a left inverse of the map from coefficients to functions and collects all the $G_{ij}$. Composing it with the weights $t_{ij}$ gives `L`. The equalities `hs`, `h1` and `h2` are the steps in the trace formula above.

```lean
/-- If the products `f_i f_j`, `i ≤ j`, are linearly independent, then `tr(TD)` for symmetric `D`
is given by a single linear functional of the density. -/
theorem kinetic_energy_linear_in_density (f : Fin K → X → ℝ)
    (h : LinearIndependent ℝ (pairProduct f)) (T : Matrix (Fin K) (Fin K) ℝ) :
    ∃ L : (X → ℝ) →ₗ[ℝ] ℝ, ∀ D : Matrix (Fin K) (Fin K) ℝ, D.IsSymm →
      L (density f D) = (T * D).trace := by
  -- a linear map that reads off the coefficients of the products
  obtain ⟨G, hG⟩ := LinearMap.exists_leftInverse_of_injective
    (Finsupp.linearCombination ℝ (pairProduct f)) (LinearMap.ker_eq_bot.mpr h)
  have hv : ∀ p, G (pairProduct f p) = Finsupp.single p 1 := fun p => by
    simpa using LinearMap.congr_fun hG (Finsupp.single p 1)
  refine ⟨(Finsupp.linearCombination ℝ
    (fun p : Pair K => (T p.1.1 p.1.2 + T p.1.2 p.1.1) / 2)) ∘ₗ G, fun D hD => ?_⟩
  rw [density_eq_pairs f hD, map_sum]
  simp only [map_smul, LinearMap.comp_apply, hv, Finsupp.linearCombination_single,
    smul_eq_mul, Matrix.trace, Matrix.diag_apply, Matrix.mul_apply]
  have hs := sum_pairs (fun i j => D i j * ((T i j + T j i) / 2))
    (fun i j => by rw [hD.apply i j]; ring)
  have h1 : ∑ i, ∑ j, T i j * D j i = ∑ i, ∑ j, T j i * D i j := Finset.sum_comm
  have h2 : ∑ i, ∑ j, D i j * ((T i j + T j i) / 2) =
      (∑ i, ∑ j, T i j * D j i + ∑ i, ∑ j, T j i * D i j) / 2 := by
    rw [← Finset.sum_add_distrib, Finset.sum_div]
    refine Finset.sum_congr rfl fun i _ => ?_
    rw [← Finset.sum_add_distrib, Finset.sum_div]
    refine Finset.sum_congr rfl fun j _ => ?_
    rw [hD.apply i j]
    ring
  simp only [← mul_assoc, mul_one] at hs ⊢
  linarith
```

## No real idempotent partner

Here `S` may be any real matrix, because the argument never uses its entries. The equivalence gives `P = D`, and substitution into `hid` contradicts `hne`.

```lean
/-- Let the products `f_i f_j`, `i ≤ j`, be linearly independent and `S` be the overlap matrix
(any matrix will do). A symmetric `D` with `DSD ≠ D` shares its density with no symmetric `P`
that satisfies `PSP = P`. -/
theorem no_idempotent_with_same_density (f : Fin K → X → ℝ)
    (h : LinearIndependent ℝ (pairProduct f)) (S D : Matrix (Fin K) (Fin K) ℝ)
    (hD : D.IsSymm) (hne : D * S * D ≠ D) (P : Matrix (Fin K) (Fin K) ℝ)
    (hP : P.IsSymm) (hid : P * S * P = P) : density f P ≠ density f D := by
  intro he
  have hPD := (independent_iff_density_determines f).mp h P D hP hD he
  exact hne (hPD ▸ hid)
```

The version for natural orbitals replaces `hne` by an eigenvector `v` with occupation `n` different from 0 and 1. The proof applies the supposed idempotency to $Sv$, picks a component with $v_i\neq0$, and cancels first $n$ and then $v_i$ to reach $n=1$.

```lean
/-- Let the products `f_i f_j`, `i ≤ j`, be linearly independent. If a symmetric `D` has a natural
orbital `v ≠ 0`, `DSv = n v`, with occupation `n` other than 0 and 1, then no symmetric `P` with
`PSP = P` has the density of `D`. -/
theorem fractional_occupation_not_reproduced (f : Fin K → X → ℝ)
    (h : LinearIndependent ℝ (pairProduct f)) (S D : Matrix (Fin K) (Fin K) ℝ)
    (hD : D.IsSymm) (v : Fin K → ℝ) (hv0 : v ≠ 0) (n : ℝ) (hn0 : n ≠ 0) (hn1 : n ≠ 1)
    (hv : D *ᵥ (S *ᵥ v) = n • v) (P : Matrix (Fin K) (Fin K) ℝ)
    (hP : P.IsSymm) (hid : P * S * P = P) : density f P ≠ density f D := by
  refine no_idempotent_with_same_density f h S D hD (fun hDD => ?_) P hP hid
  -- idempotency would force n² = n
  have h1 := congrArg (fun M => M *ᵥ (S *ᵥ v)) hDD
  simp only [← Matrix.mulVec_mulVec] at h1
  rw [hv, Matrix.mulVec_smul, Matrix.mulVec_smul, hv] at h1
  obtain ⟨i, hi⟩ := Function.ne_iff.mp hv0
  have h2 : n * (n * v i) = n * v i := congrFun h1 i
  have h3 : n * v i = 1 * v i := by rw [one_mul]; exact mul_left_cancel₀ hn0 h2
  exact hn1 (mul_right_cancel₀ hi h3)
```

## The functions $1$ and $x$

For these two functions the density is $D_{00}+2D_{01}x+D_{11}x^2$. Its values at $0$, $1$ and $-1$ fix the three coefficients, and the proof evaluates it at exactly these points. Multiplying both functions by the same Gaussian makes them normalisable and keeps their products independent.

```lean
/-- The two functions `1` and `x` on the real line have linearly independent products. -/
theorem independent_products_witness :
    LinearIndependent ℝ (pairProduct ![fun _ : ℝ => (1 : ℝ), fun x : ℝ => x]) := by
  rw [independent_iff_density_determines]
  intro D D' hD hD' he
  -- three points fix the three coefficients
  have h0 := congrFun he 0
  have h1 := congrFun he 1
  have h2 := congrFun he (-1)
  simp [density, Fin.sum_univ_two] at h0 h1 h2
  have s := hD.apply 0 1
  have s' := hD'.apply 0 1
  ext i j
  fin_cases i <;> fin_cases j <;> simp only [Fin.zero_eta, Fin.mk_one] <;> linarith
```

## Complex orbitals can escape the obstruction

The restriction to real matrices matters. For orthonormal $f_0,f_1$, the normalised orbital $(f_0+\mathrm i f_1)/\sqrt2$ has the density matrix

$$P=\begin{pmatrix}1/2&-\mathrm i/2\\ \mathrm i/2&1/2\end{pmatrix}.$$

The imaginary entries cancel in the density, which is $(f_0^2+f_1^2)/2$, the density of $\operatorname{diag}(1/2,1/2)$. Real basis functions see only the real part of a Hermitian matrix, and the real part of a projector need not be idempotent.

The theorem states this for any two real functions, including those with independent products, with idempotency in the orthonormal form `P * P = P`. Its proof checks the matrix entries, using $\mathrm i^2=-1$, and then expands the density.

```lean
/-- For any two real functions, the non-idempotent matrix `diag(1/2, 1/2)` has the same density as
a complex Hermitian idempotent matrix. -/
theorem complex_idempotent_same_density (f : Fin 2 → X → ℝ) :
    let D : Matrix (Fin 2) (Fin 2) ℝ := !![1/2, 0; 0, 1/2]
    let P : Matrix (Fin 2) (Fin 2) ℂ := !![1/2, -Complex.I/2; Complex.I/2, 1/2]
    D * D ≠ D ∧ P.IsHermitian ∧ P * P = P ∧
      ∀ x, ∑ i, ∑ j, P i j * ((f i x : ℂ) * (f j x : ℂ)) = (density f D x : ℂ) := by
  intro D P
  refine ⟨fun h => ?_, Matrix.IsHermitian.ext fun i j => ?_, ?_, fun x => ?_⟩
  · have h0 := congrFun (congrFun h 0) 0
    norm_num [D, Matrix.mul_apply, Fin.sum_univ_two] at h0
  · fin_cases i <;> fin_cases j <;> simp [P]
  · ext i j
    fin_cases i <;> fin_cases j <;> simp [P, Matrix.mul_apply, Fin.sum_univ_two] <;>
      first
        | linear_combination (-1/4 : ℂ) * Complex.I_sq
        | ring
  · simp [P, D, density, Fin.sum_univ_two]
    ring

end

end FiniteBasisDensity
```

```lean
#print axioms FiniteBasisDensity.independent_iff_density_determines
#print axioms FiniteBasisDensity.kinetic_energy_linear_in_density
#print axioms FiniteBasisDensity.fractional_occupation_not_reproduced
#print axioms FiniteBasisDensity.complex_idempotent_same_density
```

```
'FiniteBasisDensity.independent_iff_density_determines' depends on axioms: [propext, Classical.choice, Quot.sound]
'FiniteBasisDensity.kinetic_energy_linear_in_density' depends on axioms: [propext, Classical.choice, Quot.sound]
'FiniteBasisDensity.fractional_occupation_not_reproduced' depends on axioms: [propext, Classical.choice, Quot.sound]
'FiniteBasisDensity.complex_idempotent_same_density' depends on axioms: [propext, Classical.choice, Quot.sound]
```
